# Applying the same one-body operator to every particle and summing preserves fermionic antisymmetry

The wavefunction of `N` particles, each in one of `M` single-particle basis states, is a complex function `ψ` of the list `x` of occupied states, and it is fermionic if permuting the particles multiplies it by the sign of the permutation. The theorem says that if `ψ` is fermionic, so is the function obtained by applying one matrix `h` to each particle in turn and adding the results. The matrix is any complex `M` × `M` matrix, not necessarily Hermitian, `ψ` need not be normalised, and there is no interaction term. The proof moves the permutation outside each single-particle replacement, uses the antisymmetry of `ψ` to produce the sign, then relabels the sum over particles and takes the sign out as a common factor.

This version doesn't compile in Lean 4 with Mathlib:

```lean
import Mathlib

open Matrix

namespace OneBodyFermionic

variable {M N : ℕ}

/-- The sum over particles of the one-body operator `h`, acting on an `N`-particle
wavefunction. -/
def oneBody (h : Matrix (Fin M) (Fin M) ℂ) (ψ : (Fin N → Fin M) → ℂ)
    (x : Fin N → Fin M) : ℂ :=
  ∑ i, ∑ p, h (x i) p * ψ (Function.update x i p)

/-- A wavefunction is fermionic if permuting the particles multiplies it by the sign of the
permutation. -/
def IsFermionic (ψ : (Fin N → Fin M) → ℂ) : Prop :=
  ∀ (σ : Equiv.Perm (Fin N)) (x : Fin N → Fin M),
    ψ (x ∘ σ) = ((Equiv.Perm.sign σ : ℤ) : ℂ) * ψ x

/-- A sum of identical one-body operators maps fermionic wavefunctions to fermionic ones. -/
theorem oneBody_fermionic (h : Matrix (Fin M) (Fin M) ℂ) {ψ : (Fin N → Fin M) → ℂ}
    (hψ : IsFermionic ψ) : IsFermionic (oneBody h ψ) := by
  intro σ x
  have hu : ∀ i p, Function.update (x ∘ σ) i p = Function.update x (σ i) p ∘ σ := by
    intro i p
    ext j
    simp [Function.update_apply]
  unfold oneBody
  simp_rw [hu, hψ σ, Function.comp_apply]
  -- relabel the particles by the permutation
  refine (Finset.sum_congr rfl fun i _ => ?_).trans
    ((Equiv.sum_comp σ (fun i => ((Equiv.Perm.sign σ : ℤ) : ℂ) *
      ∑ p, h (x i) p * ψ (Function.update x i p))).trans (Finset.mul_sum _ _ _))
  simp only [Finset.mul_sum]
  exact Finset.sum_congr rfl fun p _ => by ring

end OneBodyFermionic
```

Messages:

```
Main.lean:34:57: error: Application type mismatch: The argument
  Finset.mul_sum ?m.106 ?m.107 ?m.108
has type
  ?m.108 * ∑ i ∈ ?m.106, ?m.107 i = ∑ i ∈ ?m.106, ?m.108 * ?m.107 i
but is expected to have type
  ∑ i, ↑↑(Equiv.Perm.sign σ) * ∑ p, h (x i) p * ψ (Function.update x i p) =
    ↑↑(Equiv.Perm.sign σ) * ∑ i, ∑ p, h (x i) p * ψ (Function.update x i p)
in the application
  Eq.trans (Equiv.sum_comp σ fun i => ↑↑(Equiv.Perm.sign σ) * ∑ p, h (x i) p * ψ (Function.update x i p))
    (Finset.mul_sum ?m.106 ?m.107 ?m.108)
```

Diagnosis. The error is an equation used in the wrong direction. The proof joins equalities with `.trans`, which needs the right side of one to match the left side of the next. After `Equiv.sum_comp` has relabelled the particles, the chain stands at a sum in which every term carries the sign of `σ`, and the last link must turn this into the sign times the whole sum. `Finset.mul_sum` states the same identity the other way round: its left side is the product and its right side is the sum with the factor inside. Lean's message shows the two forms, the one supplied and the one expected, with their sides exchanged.

The only change in the diff adds `.symm`, which reverses the equation so that it takes the factor out of the sum, as the chain requires. The later `simp only [Finset.mul_sum]` stays as it was, because there the lemma is used in its stated direction, to move factors into the sum over `p`.

Lean accepts the file once it reads:

```diff
@@ -32,5 +32,5 @@
   refine (Finset.sum_congr rfl fun i _ => ?_).trans
     ((Equiv.sum_comp σ (fun i => ((Equiv.Perm.sign σ : ℤ) : ℂ) *
-      ∑ p, h (x i) p * ψ (Function.update x i p))).trans (Finset.mul_sum _ _ _))
+      ∑ p, h (x i) p * ψ (Function.update x i p))).trans (Finset.mul_sum _ _ _).symm)
   simp only [Finset.mul_sum]
   exact Finset.sum_congr rfl fun p _ => by ring
```
